# For a gapped two-band Hamiltonian d·σ, the unnormalised Green-function winding density integrates over frequency to 4πi times the lower-band Berry curvature

The Hall response of a two-band Chern insulator can be computed from Green functions or from the Berry curvature of the filled band, and before comparing the two I have to choose a formula for the curvature. I would take the sum over states, with matrix elements between the bands divided by the squared gap. But the Green-function integrand has three frequency-dependent factors and no band projectors at all. How does integrating it over frequency produce the curvature of one band, with the right power of the gap?

## One trace behind both formulas

With the sum-over-states formula, both quantities are the same kind of trace. Apart from prefactors, the traces differ only in which functions of the Hamiltonian stand between the vertices.

At a fixed crystal momentum, let the Hamiltonian be $D=d\cdot\sigma$, where $d$ is a nonzero real 3-vector of length $r=|d|$ and $\sigma$ is the vector of Pauli matrices. The energies are $\pm r$, and zero energy lies in the gap. Let $A=a\cdot\sigma$ and $B=b\cdot\sigma$ be the derivatives of the Hamiltonian along two momentum directions, which are the vertices of the traces, and let $G(w)=(iw-D)^{-1}$ at real $w$. The winding density is
$$W(w)=\mathrm{tr}(GGAGB)-\mathrm{tr}(GGBGA),$$
without the prefactors of the full winding number. With $P_\pm=(1\pm D/r)/2$, the lower-band curvature is
$$\Omega=\frac{i\,[\mathrm{tr}(P_-AP_+B)-\mathrm{tr}(P_-BP_+A)]}{(2r)^2}.$$

**The common trace.** Put $\alpha+\beta D$ in the first place and $\gamma+\delta D$ in the second, with complex coefficients, and antisymmetrise in $A$ and $B$. The $\alpha\gamma$ and $\beta\delta$ terms cancel by cyclicity. The mixed terms leave
$$(\beta\gamma-\alpha\delta)\,\mathrm{tr}(D[A,B]).$$
Since $[A,B]=2i(a\times b)\cdot\sigma$ and $\mathrm{tr}\big((d\cdot\sigma)(c\cdot\sigma)\big)=2\,d\cdot c$ for any real 3-vector $c$, the remaining trace is $4iX$ with $X=d\cdot(a\times b)$.

**Green functions.** Write $N=w^2+r^2$. Because $D^2=r^2$,
$$G=-\frac{iw+D}{N},\qquad G^2=\frac{r^2-w^2+2iwD}{N^2}.$$
So $\alpha=(r^2-w^2)/N^2$, $\beta=2iw/N^2$, $\gamma=-iw/N$ and $\delta=-1/N$. Then
$$\beta\gamma-\alpha\delta=\frac{2w^2+r^2-w^2}{N^3}=\frac1{N^2},\qquad W(w)=\frac{4iX}{(w^2+r^2)^2}.$$

**The frequency integral.** The function $\tfrac12\left[x/(1+x^2)+\arctan x\right]$ has derivative $1/(1+x^2)^2$ and tends to $\pm\pi/4$ at $\pm\infty$, so the integral for $r=1$ is $\pi/2$. Substituting $w=rx$ gives
$$\int_{-\infty}^{\infty}\frac{dw}{(w^2+r^2)^2}=\frac{\pi}{2r^3},\qquad \int_{-\infty}^{\infty}W\,dw=\frac{2\pi iX}{r^3}.$$

**Projectors.** Now $\alpha=\gamma=1/2$, $\beta=-1/(2r)$ and $\delta=1/(2r)$, so $\beta\gamma-\alpha\delta=-1/(2r)$. Hence
$$\Omega=\frac{i}{4r^2}\left(-\frac1{2r}\right)4iX=\frac{X}{2r^3},\qquad \int_{-\infty}^{\infty}W\,dw=4\pi i\,\Omega.$$
The frequency integral supplies the power of the gap that the curvature gets from its projectors and its energy denominator.

## The identity in Lean

```lean
import Mathlib

open Matrix MeasureTheory Filter Topology
open Complex (I)

namespace GreenWindingBerry

noncomputable section

local notation "M₂" => Matrix (Fin 2) (Fin 2) ℂ

/-- The Euclidean length of a real 3-vector. -/
def len (d : Fin 3 → ℝ) : ℝ := Real.sqrt (d ⬝ᵥ d)

/-- The two-band Hamiltonian `d·σ`, with `σ` the Pauli matrices. -/
def slash (d : Fin 3 → ℝ) : M₂ :=
  !![(d 2 : ℂ), d 0 - I * d 1; d 0 + I * d 1, -(d 2 : ℂ)]

/-- The Green function `(i w - d·σ)⁻¹`, for `w` and `d` not both zero. -/
def green (d : Fin 3 → ℝ) (w : ℝ) : M₂ := ((I * w) • (1 : M₂) - slash d)⁻¹

/-- The winding density `tr(GGAGB) - tr(GGBGA)` with `A = a·σ` and `B = b·σ`,
for `w` and `d` not both zero. -/
def windingDensity (d a b : Fin 3 → ℝ) (w : ℝ) : ℂ :=
  trace (green d w * green d w * slash a * green d w * slash b) -
    trace (green d w * green d w * slash b * green d w * slash a)

/-- The band projector `(1 + ε d·σ/|d|)/2`, for `d ≠ 0` and `ε = ±1`. -/
def bandProjector (d : Fin 3 → ℝ) (ε : ℂ) : M₂ :=
  (1 / 2 : ℂ) • (1 : M₂) + (ε * (len d : ℂ)⁻¹ / 2) • slash d

/-- The Berry curvature of the lower band in its sum-over-states form,
`i (tr(P₋AP₊B) - tr(P₋BP₊A))/(2|d|)²`, for `d ≠ 0`, with `A = a·σ`, `B = b·σ` and `P₊`, `P₋` the
band projectors for `ε = 1` and `ε = -1`. -/
def berryCurvature (d a b : Fin 3 → ℝ) : ℂ :=
  I * (trace (bandProjector d (-1) * slash a * bandProjector d 1 * slash b) -
    trace (bandProjector d (-1) * slash b * bandProjector d 1 * slash a)) / (2 * len d) ^ 2

/-- A nonzero vector has positive length. -/
theorem len_pos {d : Fin 3 → ℝ} (hd : d ≠ 0) : 0 < len d := by
  have h0 : 0 ≤ d ⬝ᵥ d := Finset.sum_nonneg fun i _ => mul_self_nonneg (d i)
  exact Real.sqrt_pos.2 (lt_of_le_of_ne h0 fun h => hd (dotProduct_self_eq_zero.1 h.symm))

/-- The Hamiltonian squares to a multiple of the identity: `(d·σ)² = |d|²`. -/
theorem slash_sq (d : Fin 3 → ℝ) : slash d * slash d = ((len d : ℂ) ^ 2) • (1 : M₂) := by
  have h0 : 0 ≤ d ⬝ᵥ d := Finset.sum_nonneg fun i _ => mul_self_nonneg (d i)
  have h : len d ^ 2 = d 0 ^ 2 + d 1 ^ 2 + d 2 ^ 2 := by
    rw [len, Real.sq_sqrt h0]
    simp only [dotProduct, Fin.sum_univ_three]
    ring
  have hc : (len d : ℂ) ^ 2 = (d 0 : ℂ) ^ 2 + (d 1 : ℂ) ^ 2 + (d 2 : ℂ) ^ 2 := by
    exact_mod_cast h
  rw [hc]
  ext i j
  fin_cases i <;> fin_cases j <;> simp [slash, Matrix.mul_apply, Fin.sum_univ_two] <;>
    first
    | linear_combination (-(d 1 : ℂ) ^ 2) * Complex.I_sq
    | ring

/-- For `d ≠ 0` the Green function is `-(i w + d·σ)/(w² + |d|²)`. -/
theorem green_eq {d : Fin 3 → ℝ} (hd : d ≠ 0) (w : ℝ) :
    green d w = (-(I * w) * ((w : ℂ) ^ 2 + (len d : ℂ) ^ 2)⁻¹) • (1 : M₂) +
      (-((w : ℂ) ^ 2 + (len d : ℂ) ^ 2)⁻¹) • slash d := by
  have hr := len_pos hd
  have hN : (w : ℂ) ^ 2 + (len d : ℂ) ^ 2 ≠ 0 := by
    exact_mod_cast (by positivity : w ^ 2 + len d ^ 2 ≠ 0)
  have h : -((w : ℂ) ^ 2 + (len d : ℂ) ^ 2)⁻¹ * ((I * w) ^ 2 - (len d : ℂ) ^ 2) = 1 := by
    linear_combination (-((w : ℂ) ^ 2 + (len d : ℂ) ^ 2)⁻¹ * (w : ℂ) ^ 2) * Complex.I_sq +
      inv_mul_cancel₀ hN
  apply Matrix.inv_eq_right_inv
  simp only [sub_mul, mul_add, smul_mul_assoc, mul_smul_comm, one_mul, mul_one, slash_sq]
  linear_combination (norm := module) h • (1 : M₂)

/-- The trace of `d·σ` with the commutator of `a·σ` and `b·σ` is `4i d·(a×b)`. -/
theorem trace_slash_comm (d a b : Fin 3 → ℝ) :
    trace (slash d * (slash a * slash b - slash b * slash a)) =
      4 * I * ((d ⬝ᵥ (a ⨯₃ b) : ℝ) : ℂ) := by
  simp [slash, Matrix.trace_fin_two, cross_apply, dotProduct, Fin.sum_univ_three]
  ring

/-- For two functions `α + βD` and `γ + δD` of one Hamiltonian `D`, the trace antisymmetrised
in the vertices `A` and `B` is `βγ - αδ` times `tr(D[A, B])`. -/
theorem trace_exchange (D A B : M₂) (α β γ δ : ℂ) :
    trace ((α • (1 : M₂) + β • D) * A * (γ • (1 : M₂) + δ • D) * B) -
      trace ((α • (1 : M₂) + β • D) * B * (γ • (1 : M₂) + δ • D) * A) =
    (β * γ - α * δ) * trace (D * (A * B - B * A)) := by
  simp only [Matrix.trace_fin_two, Matrix.mul_apply, Fin.sum_univ_two, Matrix.add_apply,
    Matrix.sub_apply, Matrix.smul_apply, smul_eq_mul, Matrix.one_apply_eq,
    Matrix.one_apply_ne (show (0 : Fin 2) ≠ 1 by decide),
    Matrix.one_apply_ne (show (1 : Fin 2) ≠ 0 by decide)]
  ring

/-- For `d ≠ 0` the winding density is `4i d·(a×b)/(w² + |d|²)²`. -/
theorem windingDensity_eq {d : Fin 3 → ℝ} (hd : d ≠ 0) (a b : Fin 3 → ℝ) (w : ℝ) :
    windingDensity d a b w =
      4 * I * ((d ⬝ᵥ (a ⨯₃ b) : ℝ) : ℂ) / ((w : ℂ) ^ 2 + (len d : ℂ) ^ 2) ^ 2 := by
  have hr := len_pos hd
  have hN : (w : ℂ) ^ 2 + (len d : ℂ) ^ 2 ≠ 0 := by
    exact_mod_cast (by positivity : w ^ 2 + len d ^ 2 ≠ 0)
  -- the square of G is again a combination of 1 and d·σ
  have hG : green d w * green d w =
      (((w : ℂ) ^ 2 + (len d : ℂ) ^ 2)⁻¹ ^ 2 * ((I * w) ^ 2 + (len d : ℂ) ^ 2)) • (1 : M₂) +
        (((w : ℂ) ^ 2 + (len d : ℂ) ^ 2)⁻¹ ^ 2 * (2 * (I * w))) • slash d := by
    rw [green_eq hd]
    simp only [add_mul, mul_add, smul_mul_assoc, mul_smul_comm, one_mul, mul_one, slash_sq]
    module
  rw [windingDensity, hG, green_eq hd, trace_exchange, trace_slash_comm, div_eq_mul_inv,
    ← inv_pow]
  have hi := inv_mul_cancel₀ hN
  generalize ((w : ℂ) ^ 2 + (len d : ℂ) ^ 2)⁻¹ = n at hi ⊢
  linear_combination (4 * I * ((d ⬝ᵥ (a ⨯₃ b) : ℝ) : ℂ)) *
    (n ^ 2 * hi - n ^ 3 * (w : ℂ) ^ 2 * Complex.I_sq)

/-- The frequency integral of `1/(w² + r²)²` is `π/(2r³)` for `r > 0`. -/
theorem integral_lorentz_sq {r : ℝ} (hr : 0 < r) :
    ∫ w : ℝ, ((w ^ 2 + r ^ 2) ^ 2)⁻¹ = Real.pi / (2 * r ^ 3) := by
  have hint : Integrable (fun x : ℝ => ((1 + x ^ 2) ^ 2)⁻¹) := by
    refine integrable_inv_one_add_sq.mono'
      (by fun_prop : Measurable fun x : ℝ => ((1 + x ^ 2) ^ 2)⁻¹).aestronglyMeasurable
      (Eventually.of_forall fun x => ?_)
    rw [Real.norm_of_nonneg (by positivity)]
    exact inv_anti₀ (by positivity) (by nlinarith [sq_nonneg x, sq_nonneg (x ^ 2)])
  -- an antiderivative for r = 1
  have hder (x : ℝ) : HasDerivAt (fun x : ℝ => (x / (1 + x ^ 2) + Real.arctan x) / 2)
      (((1 + x ^ 2) ^ 2)⁻¹) x := by
    have hx : 1 + x ^ 2 ≠ 0 := by positivity
    have h := (((hasDerivAt_id' x).fun_div ((hasDerivAt_pow 2 x).const_add 1) hx).fun_add
      (Real.hasDerivAt_arctan x)).div_const 2
    refine h.congr_deriv ?_
    simp only [Nat.cast_ofNat]
    field_simp
    ring
  have hlim (l : Filter ℝ) (h : Tendsto (fun x : ℝ => x⁻¹) l (𝓝 0)) :
      Tendsto (fun x : ℝ => x / (1 + x ^ 2)) l (𝓝 0) := by
    have e : (fun x : ℝ => x / (1 + x ^ 2)) = fun x => x⁻¹ / (1 + x⁻¹ ^ 2) := by
      funext x
      by_cases hx : x = 0
      · simp [hx]
      · have hi := mul_inv_cancel₀ hx
        rw [div_eq_div_iff (by positivity) (by positivity)]
        generalize x⁻¹ = y at hi ⊢
        linear_combination (y - x) * hi
    have h3 : Tendsto (fun x : ℝ => x⁻¹ / (1 + x⁻¹ ^ 2)) l (𝓝 (0 / (1 + 0 ^ 2))) :=
      h.div (tendsto_const_nhds.add (h.pow 2)) (by norm_num)
    rw [e]
    simpa using h3
  have hunit : ∫ x : ℝ, ((1 + x ^ 2) ^ 2)⁻¹ = Real.pi / 2 := by
    rw [integral_of_hasDerivAt_of_tendsto hder hint
      (((hlim _ tendsto_inv_atBot_zero).add
        (Real.tendsto_arctan_atBot.mono_right nhdsWithin_le_nhds)).div_const 2)
      (((hlim _ tendsto_inv_atTop_zero).add
        (Real.tendsto_arctan_atTop.mono_right nhdsWithin_le_nhds)).div_const 2)]
    ring
  -- rescale the frequency by r
  have hsc : ∫ w : ℝ, ((1 + (w / r) ^ 2) ^ 2)⁻¹ = |r| • ∫ x : ℝ, ((1 + x ^ 2) ^ 2)⁻¹ :=
    Measure.integral_comp_div (fun x : ℝ => ((1 + x ^ 2) ^ 2)⁻¹) r
  have e (w : ℝ) : ((w ^ 2 + r ^ 2) ^ 2)⁻¹ =
      ((r ^ 2) ^ 2)⁻¹ * ((1 + (w / r) ^ 2) ^ 2)⁻¹ := by
    have hw : r * (w / r) = w := by field_simp
    generalize w / r = x at hw ⊢
    rw [← mul_inv, ← mul_pow, ← hw]
    ring
  simp only [e]
  rw [integral_const_mul, hsc, hunit, abs_of_pos hr, smul_eq_mul]
  field_simp

/-- For `d ≠ 0` and `ε = ±1` the matrix `bandProjector d ε` is idempotent, and `d·σ` has energy
`ε|d|` on its range. -/
theorem bandProjector_spec {d : Fin 3 → ℝ} (hd : d ≠ 0) {ε : ℂ} (hε : ε ^ 2 = 1) :
    bandProjector d ε * bandProjector d ε = bandProjector d ε ∧
      slash d * bandProjector d ε = (ε * len d) • bandProjector d ε := by
  have hs : (len d : ℂ)⁻¹ * (len d : ℂ) = 1 :=
    inv_mul_cancel₀ (by exact_mod_cast (len_pos hd).ne')
  unfold bandProjector
  generalize (len d : ℂ)⁻¹ = s at hs ⊢
  simp only [smul_mul_assoc, mul_smul_comm, add_mul, mul_add, one_mul, mul_one, slash_sq]
  constructor
  · linear_combination (norm := module) hs • (((s * (len d : ℂ) + 1) / 4) • (1 : M₂)) +
      hε • ((s ^ 2 * (len d : ℂ) ^ 2 / 4) • (1 : M₂))
  · linear_combination (norm := module)
      hs • ((ε * (len d : ℂ) / 2) • (1 : M₂) - (ε ^ 2 / 2) • slash d) -
        hε • ((1 / 2 : ℂ) • slash d)

/-- For `d ≠ 0` the winding density integrated over all real frequencies is
`2πi d·(a×b)/|d|³`, which is `4πi` times the Berry curvature of the lower band. -/
theorem integral_windingDensity {d : Fin 3 → ℝ} (hd : d ≠ 0) (a b : Fin 3 → ℝ) :
    ∫ w : ℝ, windingDensity d a b w =
        2 * Real.pi * I * ((d ⬝ᵥ (a ⨯₃ b) : ℝ) : ℂ) / (len d : ℂ) ^ 3 ∧
      ∫ w : ℝ, windingDensity d a b w = 4 * Real.pi * I * berryCurvature d a b := by
  have e (w : ℝ) : windingDensity d a b w = (4 * I * ((d ⬝ᵥ (a ⨯₃ b) : ℝ) : ℂ)) *
      ((((w ^ 2 + len d ^ 2) ^ 2)⁻¹ : ℝ) : ℂ) := by
    rw [windingDensity_eq hd]
    simp only [Complex.ofReal_inv, Complex.ofReal_pow, Complex.ofReal_add, div_eq_mul_inv]
  have h2 : ∫ w : ℝ, ((((w ^ 2 + len d ^ 2) ^ 2)⁻¹ : ℝ) : ℂ) =
      ((Real.pi / (2 * len d ^ 3) : ℝ) : ℂ) := by
    rw [← integral_lorentz_sq (len_pos hd)]
    exact integral_ofReal
  have h1 : ∫ w : ℝ, windingDensity d a b w =
      2 * Real.pi * I * ((d ⬝ᵥ (a ⨯₃ b) : ℝ) : ℂ) / (len d : ℂ) ^ 3 := by
    simp only [e]
    rw [integral_const_mul, h2]
    simp only [Complex.ofReal_div, Complex.ofReal_mul, Complex.ofReal_pow, Complex.ofReal_ofNat]
    ring
  refine ⟨h1, h1.trans ?_⟩
  -- the curvature is the same trace, with projectors in place of Green functions
  rw [berryCurvature, bandProjector, bandProjector, trace_exchange, trace_slash_comm]
  linear_combination
    (2 * Real.pi * I * ((d ⬝ᵥ (a ⨯₃ b) : ℝ) : ℂ) / (len d : ℂ) ^ 3) * Complex.I_sq

end

end GreenWindingBerry
```

```lean
#print axioms GreenWindingBerry.bandProjector_spec
#print axioms GreenWindingBerry.integral_windingDensity
```

```
'GreenWindingBerry.bandProjector_spec' depends on axioms: [propext, Classical.choice, Quot.sound]
'GreenWindingBerry.integral_windingDensity' depends on axioms: [propext, Classical.choice, Quot.sound]
```

## What the definitions and theorems say

A vector has type `Fin 3 → ℝ`, with components 0, 1, 2 for $x,y,z$. The length `len` is defined explicitly as the Euclidean one, because Mathlib's norm on this type is the largest absolute component. The name `slash` denotes $d\cdot\sigma$, not a contraction with Dirac matrices. `green` is the actual matrix inverse, and `bandProjector d ε` gives $P_\pm$ for $\varepsilon=\pm1$.

`windingDensity_eq` states the formula for $W(w)$ at every real $w$. `integral_windingDensity` states both values of the integral: the explicit one and $4\pi i$ times `berryCurvature`. Both theorems assume only `d ≠ 0`, which means that the gap $2|d|$ is open at this momentum. The vectors `a` and `b` are arbitrary.

The step left to the reader is to set $a=\partial_{k_x}d$ and $b=\partial_{k_y}d$ for a band structure $d(k)$. For a non-interacting two-band insulator at zero temperature, with Hamiltonian $d(k)\cdot\sigma$ and chemical potential at zero energy, the identity then links, momentum by momentum, the Green-function form of the Hall response to the curvature whose Brillouin-zone integral gives the Chern number. It is a statement about the integrand, not about quantisation of that integral.

## From matrix algebra to the integral

`slash_sq` checks $D^2=r^2$ entry by entry. `green_eq` multiplies $iw-D$ by the proposed inverse and uses `Matrix.inv_eq_right_inv`. `trace_exchange` is the common-trace identity; Lean expands the $2\times2$ entries where the derivation above uses cyclicity. `trace_slash_comm` evaluates the remaining trace.

`windingDensity_eq` computes $G^2$, applies these two lemmas and simplifies the coefficient to $1/N^2$ with `linear_combination`.

`integral_lorentz_sq` first proves integrability by comparison with $1/(1+x^2)$. It then uses the antiderivative above with its limits at both ends, and rescales by $r$.

`bandProjector_spec` confirms that the matrices called projectors are idempotent and belong to energies $\pm r$. It supports the definition of the curvature and is not used in the final proof. That proof pulls the constant $4iX$ out of the integral, then applies `trace_exchange` a second time, now to the projectors.

## Curvature from derivatives of the projector

The curvature could also be defined as $i\,\mathrm{tr}(P_-[\partial_aP_-,\partial_bP_-])$, with derivatives taken as $d$ moves along $a$ and $b$. The theorem would then include the passage from a changing eigenspace to matrix elements over the gap, which the present definition takes as its starting point. The proof would also use the differentiability of $1/|d|$ at $d\neq0$, although the value of that derivative drops out of the trace. A short calculation, not part of the Lean code, gives the same value $X/(2r^3)$, so the factor $4\pi i$ would stay.
